# First-order energy shift of a classical oscillator under a polynomial perturbation

To estimate how a quartic term in a bond potential changes the energy of a vibration, average that term over the unperturbed harmonic orbit at fixed action. For an oscillator of mass m, angular frequency ω and action I, the averages needed are

⟨q^(2k)⟩ = C(2k,k) (I/(2mω))^k,

where q is the displacement, C(2k,k) is the central binomial coefficient and ⟨·⟩ is the mean over one period of the angle. Odd powers average to zero. The Lean file below proves these formulas. It also proves that the average is the energy shift required by the first-order equation of canonical perturbation theory.

With I = ħ(n + 1/2), the result gives a semiclassical estimate of the first-order anharmonic correction to level n of a single vibrational mode, which agrees with the quantum correction to leading order at large n.

## The orbit, the average and the meaning of a shift

```lean
import Mathlib

open Real

namespace AnharmonicAveraging

noncomputable section
```

The first line loads Mathlib, the mathematical library of Lean. Opening `Real` allows short names such as `sin` and `π`.

```lean
/-- Position of a harmonic oscillator of mass `m` and frequency `ω` at action `I` and angle `t`. -/
def orbit (m ω I t : ℝ) : ℝ := √(2 * I / (m * ω)) * sin t
```

This defines the displacement as a function of the angle t:

q(t) = √(2I/(mω)) sin t.

The type `ℝ` says that all four inputs are real numbers. With the momentum p(t) = √(2mωI) cos t, the energy p²/(2m) + mω²q²/2 equals ωI, so I is the usual action. The variable t is the angle, which advances at rate ω in time.

```lean
/-- Average of a function of the angle over one period. -/
def angleAverage (f : ℝ → ℝ) : ℝ := (∫ t in (0 : ℝ)..(2 * π), f t) / (2 * π)
```

The average of a function f of the angle is its integral from 0 to 2π divided by 2π. The argument `f : ℝ → ℝ` is a whole function; later, `fun t => ...` writes such a function without naming it.

```lean
/-- The anharmonic potential `c 0 + c 1 q + c 2 q² + ...` with `n` terms. -/
def anharmonic (c : ℕ → ℝ) (n : ℕ) (q : ℝ) : ℝ := ∑ j ∈ Finset.range n, c j * q ^ j
```

The perturbation is a polynomial V(q) = Σ c_j q^j. For n ≥ 1 the set `Finset.range n` contains 0, 1, …, n − 1, so there are n terms and the highest possible power is n − 1. For n = 0 the set is empty and V = 0. Any small coupling parameter is absorbed into the coefficients.

```lean
/-- `E` is the first-order energy shift caused by the perturbation `f` (a function of the angle):
the equation `ω S' + f = E` has a generating function `S` that is periodic in the angle. -/
def IsFirstOrderShift (ω : ℝ) (f : ℝ → ℝ) (E : ℝ) : Prop :=
  ∃ S S' : ℝ → ℝ, (∀ t, HasDerivAt S (S' t) t) ∧ Function.Periodic S (2 * π) ∧
    ∀ t, ω * S' t + f t = E
```

Here the shift is defined by an equation, without mention of an average. Write the Hamiltonian in action-angle variables as ωI + V. A near-identity canonical transformation with generating function S replaces the old action by the new action plus S′(t), to first order. The first-order part of the Hamiltonian then becomes ωS′(t) + V(q(t)), with V evaluated at the new action. The transformation succeeds if this no longer depends on the angle:

ωS′(t) + V(q(t)) = E.

S is required to have period 2π, so that S′ averages to zero and the new action is the mean of the old action over the angle, which is the action of the perturbed orbit. Without this requirement, S(t) = at with a constant a would merely shift the action by a, and E could take any value. In Lean, `∃ S S'` says that suitable functions exist, `HasDerivAt S (S' t) t` says that S has derivative S′(t) at t, and `∀ t` requires the equation at every angle. The definition concerns first order only: it contains no error bound and no second-order shift, to which odd terms such as q³ can contribute.

## Powers of the sine

```lean
/-- Integration by parts relates the angle averages of `sin ^ (n + 2)` and `sin ^ n`. -/
theorem average_sin_step (n : ℕ) :
    angleAverage (fun t => sin t ^ (n + 2)) =
      ((n : ℝ) + 1) / ((n : ℝ) + 2) * angleAverage (fun t => sin t ^ n) := by
  unfold angleAverage
  rw [integral_sin_pow, Real.sin_zero, Real.sin_two_pi, zero_pow (Nat.succ_ne_zero n)]
  ring
```

A theorem has its name and inputs before the colon, its claim after it, and its proof after `:=`. This one says

⟨sin^(n+2)⟩ = (n+1)/(n+2) ⟨sin^n⟩.

By hand, write J_n for the integral of sin^n t over [0, 2π] and integrate by parts, splitting sin^(n+2) into sin^(n+1) times sin. The boundary term −sin^(n+1) t cos t vanishes at both ends, which leaves

J_(n+2) = (n+1) ∫ sin^n t cos² t dt = (n+1)(J_n − J_(n+2)).

Solving for J_(n+2) and dividing by 2π gives the claim. Mathlib already has the integration by parts as `integral_sin_pow`. The tactic `rw` rewrites with it and sets the boundary sines to zero, and `ring` finishes the algebra.

```lean
/-- The angle average of `sin ^ (2k)` is the central binomial coefficient divided by `4 ^ k`. -/
theorem average_sin_even (k : ℕ) :
    angleAverage (fun t => sin t ^ (2 * k)) = ((2 * k).choose k : ℝ) / 4 ^ k := by
  induction k with
  | zero => simp [angleAverage, Real.pi_ne_zero]
  | succ k ih =>
    have e : angleAverage (fun t => sin t ^ (2 * (k + 1))) =
        (((2 * k : ℕ) : ℝ) + 1) / (((2 * k : ℕ) : ℝ) + 2) *
          angleAverage (fun t => sin t ^ (2 * k)) := average_sin_step (2 * k)
    -- the recursion of the central binomial coefficients
    have h : ((k : ℝ) + 1) * (Nat.centralBinom (k + 1) : ℝ) =
        2 * (2 * (k : ℝ) + 1) * (Nat.centralBinom k : ℝ) := by
      exact_mod_cast Nat.succ_mul_centralBinom_succ k
    rw [e, ih, ← Nat.centralBinom_eq_two_mul_choose k,
      ← Nat.centralBinom_eq_two_mul_choose (k + 1), div_mul_div_comm,
      div_eq_div_iff (by positivity) (by positivity)]
    push_cast
    linear_combination (-2 * 4 ^ k) * h
```

The even averages are

⟨sin^(2k)⟩ = C(2k,k)/4^k.

The proof is by induction on k. For k = 0 both sides are 1. For the next step, the recursion with n = 2k gives

⟨sin^(2k+2)⟩ = (2k+1)/(2k+2) · C(2k,k)/4^k.

The central binomial coefficients satisfy

(k+1) C(2k+2,k+1) = 2(2k+1) C(2k,k),

so the right-hand side is C(2k+2,k+1)/4^(k+1). In the code, `ih` is the induction hypothesis, `e` is the sine recursion and `h` is the binomial recursion. After the denominators are cleared, `linear_combination` derives the remaining equation from a multiple of `h`.

```lean
/-- Odd powers of the sine average to zero over a period. -/
theorem average_sin_odd (k : ℕ) : angleAverage (fun t => sin t ^ (2 * k + 1)) = 0 := by
  induction k with
  | zero => simp [angleAverage, integral_sin]
  | succ k ih => exact (average_sin_step (2 * k + 1)).trans (by rw [ih, mul_zero])
```

For odd powers the induction starts from ⟨sin⟩ = 0. Each step multiplies the previous average by a finite factor, so it stays zero.

## Powers of the displacement

```lean
/-- The average of a power of the position is the same power of the amplitude times the average
of that power of the sine. -/
theorem average_orbit_pow (m ω I : ℝ) (n : ℕ) :
    angleAverage (fun t => orbit m ω I t ^ n) =
      √(2 * I / (m * ω)) ^ n * angleAverage (fun t => sin t ^ n) := by
  simp only [angleAverage, orbit, mul_pow, intervalIntegral.integral_const_mul]
  ring
```

The amplitude A = √(2I/(mω)) does not depend on the angle, so it leaves the integral:

⟨q^n⟩ = A^n ⟨sin^n⟩.

```lean
/-- On the orbit of action `I`, the average of `q ^ (2k)` is `C(2k,k) (I / (2mω)) ^ k`. -/
theorem average_even_power {m ω I : ℝ} (hm : 0 < m) (hω : 0 < ω) (hI : 0 ≤ I) (k : ℕ) :
    angleAverage (fun t => orbit m ω I t ^ (2 * k)) =
      ((2 * k).choose k : ℝ) * (I / (2 * m * ω)) ^ k := by
  have hs : I / (2 * m * ω) = (2 * I / (m * ω)) / 4 := by ring
  rw [average_orbit_pow, average_sin_even, pow_mul, Real.sq_sqrt (by positivity), hs,
    div_pow _ (4 : ℝ)]
  ring
```

This is the moment formula from the opening. The hypotheses `hm`, `hω` and `hI` say m > 0, ω > 0 and I ≥ 0; braces mark inputs that Lean infers from the context. By hand, A² = 2I/(mω), so

⟨q^(2k)⟩ = (2I/(mω))^k · C(2k,k)/4^k = C(2k,k) (I/(2mω))^k.

`Real.sq_sqrt` replaces the squared root by its argument. This requires the argument to be non-negative, which `positivity` deduces from the hypotheses. At I = 0 and k = 0 both sides are 1, since 0⁰ = 1 in Lean.

```lean
/-- The average of an anharmonic potential over the orbit contains only its even coefficients,
each weighted by the corresponding even moment of the position. -/
theorem average_anharmonic {m ω I : ℝ} (hm : 0 < m) (hω : 0 < ω) (hI : 0 ≤ I)
    (c : ℕ → ℝ) (N : ℕ) :
    angleAverage (fun t => anharmonic c (2 * N) (orbit m ω I t)) =
      ∑ k ∈ Finset.range N, c (2 * k) * (((2 * k).choose k : ℝ) * (I / (2 * m * ω)) ^ k) := by
  -- the average is linear
  have hlin : angleAverage (fun t => anharmonic c (2 * N) (orbit m ω I t)) =
      ∑ j ∈ Finset.range (2 * N), c j * angleAverage (fun t => orbit m ω I t ^ j) := by
    unfold angleAverage anharmonic
    rw [intervalIntegral.integral_finsetSum, Finset.sum_div]
    · refine Finset.sum_congr rfl fun j _ => ?_
      rw [intervalIntegral.integral_const_mul, mul_div_assoc]
    · intro j _
      apply Continuous.intervalIntegrable
      unfold orbit
      fun_prop
  rw [hlin]
  clear hlin
  -- pair each even power with the odd power that follows it
  induction N with
  | zero => simp
  | succ N ih =>
    rw [show 2 * (N + 1) = 2 * N + 1 + 1 by ring, Finset.sum_range_succ,
      Finset.sum_range_succ, ih, Finset.sum_range_succ _ N, average_even_power hm hω hI,
      average_orbit_pow m ω I (2 * N + 1), average_sin_odd]
    ring
```

For a polynomial with the 2N coefficients c_0, …, c_(2N−1), the average is

⟨V(q)⟩ = Σ_(k=0)^(N−1) c_(2k) C(2k,k) (I/(2mω))^k.

Any polynomial can be treated this way by choosing 2N larger than its degree and setting the unused coefficients to zero. For N = 0 the sum is empty and both sides vanish.

The step `hlin` is linearity: the integral of a finite sum is the sum of the integrals, and constants come out. Induction on N then adds two terms at a time. The power 2N contributes its even moment, and the power 2N + 1 contributes zero.

## Why periodicity selects the average

```lean
/-- For a continuous periodic perturbation, `E` is the first-order energy shift exactly when it
is the angle average of the perturbation. -/
theorem isFirstOrderShift_iff_average {ω : ℝ} (hω : 0 < ω) {f : ℝ → ℝ} (hf : Continuous f)
    (hp : Function.Periodic f (2 * π)) (E : ℝ) :
    IsFirstOrderShift ω f E ↔ E = angleAverage f := by
  have hπ : (2 * π) ≠ 0 := by positivity
  have hg : Continuous (fun t => (E - f t) / ω) := by fun_prop
  have hint : ∫ t in (0 : ℝ)..(2 * π), (E - f t) / ω =
      2 * π * (E - angleAverage f) / ω := by
    have ha : ∫ t in (0 : ℝ)..(2 * π), f t = 2 * π * angleAverage f := by
      unfold angleAverage
      rw [mul_div_cancel₀ _ hπ]
    rw [intervalIntegral.integral_div, intervalIntegral.integral_sub
      (continuous_const.intervalIntegrable _ _) (hf.intervalIntegrable _ _),
      intervalIntegral.integral_const, ha, smul_eq_mul]
    ring
  constructor
  · rintro ⟨S, S', hS, hper, heq⟩
    -- integrate the equation over one period
    have hd : ∀ t, HasDerivAt S ((E - f t) / ω) t := fun t =>
      (hS t).congr_deriv (by rw [eq_div_iff hω.ne']; linarith [heq t])
    have h0 := intervalIntegral.integral_eq_sub_of_hasDerivAt
      (fun t _ => hd t) (hg.intervalIntegrable 0 (2 * π))
    have hS0 : S (2 * π) = S 0 := by simpa using hper 0
    rw [hint, hS0, sub_self, div_eq_zero_iff] at h0
    have h1 := (mul_eq_zero.mp (h0.resolve_right hω.ne')).resolve_left hπ
    linarith
  · intro hE
    -- the primitive of the oscillating part is periodic
    refine ⟨fun t => ∫ s in (0 : ℝ)..t, (E - f s) / ω, fun t => (E - f t) / ω,
      fun t => (hg.integral_hasStrictDerivAt 0 t).hasDerivAt, ?_, ?_⟩
    · intro t
      have hgp : Function.Periodic (fun t => (E - f t) / ω) (2 * π) := fun s => by
        simp only [hp s]
      have h1 := hgp.intervalIntegral_add_eq t 0
      rw [zero_add, hint, ← hE, sub_self, mul_zero, zero_div] at h1
      have h2 := intervalIntegral.integral_add_adjacent_intervals (μ := MeasureTheory.volume)
        (hg.intervalIntegrable 0 t) (hg.intervalIntegrable t (t + 2 * π))
      show ∫ s in (0 : ℝ)..(t + 2 * π), (E - f s) / ω = ∫ s in (0 : ℝ)..t, (E - f s) / ω
      linarith
    · intro t
      show ω * ((E - f t) / ω) + f t = E
      rw [mul_div_cancel₀ _ hω.ne']
      ring
```

Let f be a continuous perturbation with period 2π. The symbol `↔` means "if and only if", so there are two directions to prove.

First suppose that a periodic S solves ωS′ + f = E. Then S′ = (E − f)/ω, and integration over one period gives

0 = S(2π) − S(0) = 2π(E − ⟨f⟩)/ω.

Hence E = ⟨f⟩. In the code, `hint` evaluates the integral, `hd` rewrites the derivative of S, and `h0` applies the fundamental theorem of calculus.

Now suppose that E = ⟨f⟩, and define

S(t) = ∫_0^t (E − f(s))/ω ds.

This S satisfies the equation. It is also periodic, because S(t + 2π) − S(t) is the integral of a periodic function over one full period. That integral does not depend on the starting point (`h1`), and it is zero over [0, 2π]. The step `h2` joins the integrals over adjacent intervals, and `linarith` combines the two facts.

The periodicity of f matters. Take f(t) = t, whose average over [0, 2π] is π. A solution would need S′(t) = (E − t)/ω. The derivative of a periodic function is periodic, but this one is not, so no value of E is a first-order shift, although the average exists.

## The shift for an anharmonic potential

```lean
/-- The first-order energy shift of an oscillator of action `I` under an anharmonic potential is
the sum of `c (2k) C(2k,k) (I / (2mω)) ^ k` over its even terms. -/
theorem anharmonic_shift_iff {m ω I : ℝ} (hm : 0 < m) (hω : 0 < ω) (hI : 0 ≤ I)
    (c : ℕ → ℝ) (N : ℕ) (E : ℝ) :
    IsFirstOrderShift ω (fun t => anharmonic c (2 * N) (orbit m ω I t)) E ↔
      E = ∑ k ∈ Finset.range N,
        c (2 * k) * (((2 * k).choose k : ℝ) * (I / (2 * m * ω)) ^ k) := by
  rw [← average_anharmonic hm hω hI c N]
  apply isFirstOrderShift_iff_average hω
  · unfold anharmonic orbit
    fun_prop
  · intro t
    simp only [orbit, Real.sin_add_two_pi]
```

The two preceding results combine: E is the first-order shift caused by V if and only if

E = Σ_(k=0)^(N−1) c_(2k) C(2k,k) (I/(2mω))^k.

The equivalence says both that the shift exists and that no other value satisfies the definition. The proof first replaces the sum by the average, then applies the periodicity theorem. That theorem asks for a continuous and periodic perturbation: `fun_prop` proves the continuity, and `Real.sin_add_two_pi` supplies the period.

For a numerical instance, use units with m = ω = 1, and take I = 2 and V(q) = 0.05 q³ + 0.01 q⁴. The unperturbed energy is ωI = 2 and the amplitude is √4 = 2. The cubic term averages to zero. Since ⟨sin⁴⟩ = 6/16 = 3/8, the quartic average is

⟨q⁴⟩ = 2⁴ · 3/8 = 6,

in agreement with C(4,2) (2/2)² = 6. The first-order shift is therefore 0.01 · 6 = 0.06. In the theorem this is the case N = 3, with c_3 = 0.05, c_4 = 0.01 and the other coefficients zero.

## The frequency in a quartic potential

```lean
/-- With the averaged quartic perturbation `lam q⁴` added to the energy `ω I`, the derivative of
the energy with respect to the action is `ω + 3 lam I / (m² ω²)`. -/
theorem quartic_frequency {m ω I : ℝ} (hm : 0 < m) (hω : 0 < ω) (hI : 0 < I) (lam : ℝ) :
    HasDerivAt (fun J => ω * J + lam * angleAverage (fun t => orbit m ω J t ^ 4))
      (ω + 3 * lam * I / (m ^ 2 * ω ^ 2)) I := by
  have h1 := ((hasDerivAt_id' I).const_mul ω).fun_add
    (((hasDerivAt_id' I).fun_mul (hasDerivAt_id' I)).const_mul
      (3 * lam / (2 * m ^ 2 * ω ^ 2)))
  refine (h1.congr_deriv (by ring)).congr_of_eventuallyEq ?_
  -- near a positive action the average is given by the fourth moment
  filter_upwards [lt_mem_nhds hI] with J hJ
  have e : angleAverage (fun t => orbit m ω J t ^ 4) =
      ((Nat.choose 4 2 : ℕ) : ℝ) * (J / (2 * m * ω)) ^ 2 :=
    average_even_power hm hω hJ.le 2
  rw [e, show Nat.choose 4 2 = 6 from rfl]
  push_cast
  ring

end

end AnharmonicAveraging
```

For the perturbation λq⁴, written `lam` in the code, the energy corrected to first order at action J is

ωJ + λ⟨q⁴⟩ = ωJ + 3λJ²/(2m²ω²).

Its derivative at J = I is

ω + 3λI/(m²ω²).

By Hamilton's equation for the angle, the derivative of the energy with respect to the action is the angular frequency. The theorem itself states the derivative; this equation supplies its reading as a frequency that depends on amplitude. In the numerical instance, the first-order frequency is 1 + 3 · 0.01 · 2 = 1.06. The cubic term there does not enter at first order, but it lowers the frequency at second order by an amount comparable to this correction.

The term `h1` differentiates the quadratic expression. The rest of the proof shows that this expression equals the corrected energy for all J near I, which is enough for the derivatives to agree. The moment formula is available for J ≥ 0, and the hypothesis I > 0 ensures that all sufficiently close J are positive. `filter_upwards` makes this restriction to nearby values, after which the fourth moment is inserted with C(4,2) = 6.

```lean
#print axioms AnharmonicAveraging.isFirstOrderShift_iff_average
-- 'AnharmonicAveraging.isFirstOrderShift_iff_average' depends on axioms: [propext, Classical.choice, Quot.sound]
#print axioms AnharmonicAveraging.anharmonic_shift_iff
-- 'AnharmonicAveraging.anharmonic_shift_iff' depends on axioms: [propext, Classical.choice, Quot.sound]
#print axioms AnharmonicAveraging.quartic_frequency
-- 'AnharmonicAveraging.quartic_frequency' depends on axioms: [propext, Classical.choice, Quot.sound]
```
